# In finite dimensions, the lowest Rayleigh quotient in a symmetry sector belongs to an eigenvector of the Hamiltonian

Take one particle on two sites, with $H(x_0,x_1)=(-x_1,-x_0)$. The states that are even under exchange of the sites are the multiples of $v=(1,1)/\sqrt2$, whose energy is $R=\langle v,Hv\rangle=-1$. Consider the residual $w=Hv-Rv$. Since $H$ respects the exchange symmetry, $w$ is again even, so it is a multiple of $v$. The choice of $R$ makes $w$ orthogonal to $v$. Hence $w=0$, and $v$ is an eigenvector of $H$.

The state $(1,0)$, localised on one site, has energy $0$ and residual $(0,-1)$, which has left the line spanned by $(1,0)$. Nothing forces that residual to vanish.

In a larger sector, a residual can be orthogonal to $v$ without being zero. The proof below handles that case by also using that $v$ minimises the energy within the sector.

## States, energies and normalisation

```lean
import Mathlib

open Module

noncomputable section

namespace SymmetryRestrictedRitz

variable {E : Type*} [NormedAddCommGroup E] [InnerProductSpace ℂ E]
```

`E` is a complex inner product space, the space of states. Its dimension is not restricted yet.

```lean
/-- The Rayleigh quotient of `H` at a nonzero vector `x`, taken with the real part of `⟨x, Hx⟩`. -/
def rayleigh (H : E →ₗ[ℂ] E) (x : E) : ℝ :=
  (inner ℂ x (H x)).re / ‖x‖ ^ 2
```

`H : E →ₗ[ℂ] E` is a linear map from `E` to itself, and `rayleigh H x` is
$$R(x)=\frac{\operatorname{Re}\langle x,Hx\rangle}{\|x\|^2}.$$
The inner product is conjugate-linear in its first argument. For Hermitian $H$ the expectation value is real anyway; `.re` makes it a real number in Lean's sense, so that energies can be compared.

```lean
/-- Normalising a nonzero trial vector keeps it in its symmetry sector, and the real part of the
expectation value of `H` in the normalised vector is the Rayleigh quotient. -/
theorem normalized_trial (H P : E →ₗ[ℂ] E) {x : E} (hx : x ≠ 0) (hPx : P x = x) :
    ‖((‖x‖⁻¹ : ℝ) : ℂ) • x‖ = 1 ∧
    P (((‖x‖⁻¹ : ℝ) : ℂ) • x) = ((‖x‖⁻¹ : ℝ) : ℂ) • x ∧
    (inner ℂ (((‖x‖⁻¹ : ℝ) : ℂ) • x) (H (((‖x‖⁻¹ : ℝ) : ℂ) • x))).re = rayleigh H x := by
  have hn : ‖x‖ ≠ 0 := norm_ne_zero_iff.2 hx
  refine ⟨?_, ?_, ?_⟩
  · rw [norm_smul, Complex.norm_real, norm_inv, norm_norm, inv_mul_cancel₀ hn]
  · rw [map_smul, hPx]
  · rw [map_smul, inner_smul_left, inner_smul_right, Complex.conj_ofReal,
      Complex.re_ofReal_mul, Complex.re_ofReal_mul, rayleigh]
    field_simp
```

The Lean theorems here list their hypotheses in brackets, then a colon, then the claim. Here `hx` says $x\neq0$, and `hPx` says $Px=x$, which is how the file expresses that $x$ lies in the sector. For a projector, these vectors are exactly its range.

With $\lambda=1/\|x\|$, the three claims are $\|\lambda x\|=1$, $P(\lambda x)=\lambda x$ and
$$\operatorname{Re}\langle\lambda x,H\lambda x\rangle=\lambda^2\operatorname{Re}\langle x,Hx\rangle=R(x).$$

```lean
/-- A lower bound `c` on the Rayleigh quotient at `x` bounds the unnormalised energy by
`c ‖x‖²`, also when `x = 0`. -/
theorem energy_bound (H : E →ₗ[ℂ] E) (x : E) {c : ℝ} (h : x ≠ 0 → c ≤ rayleigh H x) :
    c * ‖x‖ ^ 2 ≤ (inner ℂ x (H x)).re := by
  by_cases hx : x = 0
  · simp [hx]
  · exact (le_div_iff₀ (pow_pos (norm_pos_iff.2 hx) 2)).1 (h hx)
```

If $c\le R(x)$, multiplying by $\|x\|^2$ gives $c\|x\|^2\le\operatorname{Re}\langle x,Hx\rangle$. For $x=0$ both sides vanish, so later proofs need not check whether a varied vector is zero.

```lean
/-- At an eigenvector with a real eigenvalue, the Rayleigh quotient equals the eigenvalue. -/
theorem rayleigh_eigenvector (H : E →ₗ[ℂ] E) {x : E} {e : ℝ} (hx : x ≠ 0)
    (h : H x = (e : ℂ) • x) : rayleigh H x = e := by
  have hn : (inner ℂ x x).re = ‖x‖ ^ 2 := inner_self_eq_norm_sq (𝕜 := ℂ) x
  rw [rayleigh, h, inner_smul_right, Complex.re_ofReal_mul, hn]
  exact mul_div_cancel_right₀ _ (pow_ne_zero 2 (norm_ne_zero_iff.2 hx))
```

If $Hx=ex$ with $e$ real and $x\neq0$, then $R(x)=e\|x\|^2/\|x\|^2=e$.

## Why a minimiser is an eigenvector

```lean
/-- Every minimiser of the Rayleigh quotient within a symmetry sector is an eigenvector of
the full Hamiltonian. -/
theorem sector_minimizer_is_eigenvector {H P : E →ₗ[ℂ] E} (hH : H.IsSymmetric)
    (hc : H ∘ₗ P = P ∘ₗ H) {v : E} (hv : v ≠ 0) (hPv : P v = v)
    (hmin : ∀ x, x ≠ 0 → P x = x → rayleigh H v ≤ rayleigh H x) :
    H v = (rayleigh H v : ℂ) • v := by
  have hn : ∀ y : E, (inner ℂ y y).re = ‖y‖ ^ 2 :=
    fun y => inner_self_eq_norm_sq (𝕜 := ℂ) y
  have hv2 : ‖v‖ ^ 2 ≠ 0 := pow_ne_zero 2 (norm_ne_zero_iff.2 hv)
  have hv0 : rayleigh H v * ‖v‖ ^ 2 = (inner ℂ v (H v)).re := div_mul_cancel₀ _ hv2
  generalize rayleigh H v = μ at hmin hv0 ⊢
  have hshift : ∀ x : E, (inner ℂ x (H x - (μ : ℂ) • x)).re
      = (inner ℂ x (H x)).re - μ * ‖x‖ ^ 2 := by
    intro x
    rw [inner_sub_right, inner_smul_right, Complex.sub_re, Complex.re_ofReal_mul, hn]
  -- the residual w stays in the sector
  obtain ⟨w, hw⟩ : ∃ w, w = H v - (μ : ℂ) • v := ⟨_, rfl⟩
  have hPw : P w = w := by
    have h1 : H (P v) = P (H v) := LinearMap.congr_fun hc v
    rw [hw, map_sub, map_smul, ← h1, hPv]
  obtain ⟨u, hu⟩ : ∃ u, u = H w - (μ : ℂ) • w := ⟨_, rfl⟩
  have hvw : (inner ℂ v w).re = 0 := by
    rw [hw, hshift, hv0, sub_self]
  have hvu : (inner ℂ v u).re = ‖w‖ ^ 2 := by
    have h1 : inner ℂ v u = inner ℂ w w := by
      conv_rhs => rw [hw, inner_sub_left, inner_smul_left, Complex.conj_ofReal, ← hw]
      rw [hu, inner_sub_right, inner_smul_right, hH v w]
    rw [h1, hn]
  -- vary v along w
  have hquad : ∀ t : ℝ, 0 ≤ (inner ℂ w u).re * (t * t) + (2 * ‖w‖ ^ 2) * t + 0 := by
    intro t
    have hP : P (v + (t : ℂ) • w) = v + (t : ℂ) • w := by
      rw [map_add, map_smul, hPv, hPw]
    have h1 := energy_bound H (v + (t : ℂ) • w) (fun h => hmin _ h hP)

    have h3 : H (v + (t : ℂ) • w) - (μ : ℂ) • (v + (t : ℂ) • w) = w + (t : ℂ) • u := by
      rw [hu, map_add, map_smul]
      nth_rewrite 3 [hw]
      module
    have h2 : 0 ≤ (inner ℂ (v + (t : ℂ) • w) (w + (t : ℂ) • u)).re := by
      rw [← h3, hshift]
      linarith
    simp only [inner_add_left (𝕜 := ℂ) v, inner_add_right (𝕜 := ℂ) _ w,
      inner_smul_left, inner_smul_right, Complex.conj_ofReal, Complex.add_re,
      Complex.re_ofReal_mul, hvw, hvu, hn w] at h2
    linarith
  have hd := discrim_le_zero hquad
  have hw0 : ‖w‖ ^ 2 = 0 := by
    unfold discrim at hd
    nlinarith [sq_nonneg (‖w‖ ^ 2)]
  have hwz : w = 0 := norm_eq_zero.1 (pow_eq_zero_iff two_ne_zero |>.1 hw0)
  exact sub_eq_zero.1 (hw.symm.trans hwz)
```

`H.IsSymmetric` means $\langle Hx,y\rangle=\langle x,Hy\rangle$ for all $x,y$, which is Hermiticity. The hypothesis `hc` says $HP=PH$: the Hamiltonian does not couple the sector to the rest of the space. This is assumed, and in an application it comes from a symmetry of the system. `hmin` says that $v$ has the lowest quotient in the sector. The conclusion is $Hv=R(v)v$, an eigenvalue equation for the full $H$.

By hand, write $\mu=R(v)$, $w=Hv-\mu v$ and $u=Hw-\mu w$.

1. The residual stays in the sector (`hPw`): $Pw=PHv-\mu Pv=HPv-\mu v=w$.
2. It has no overlap with $v$ in the real part (`hvw`): $\operatorname{Re}\langle v,w\rangle=\operatorname{Re}\langle v,Hv\rangle-\mu\|v\|^2=0$.
3. Hermiticity of $H$ and reality of $\mu$ give (`hvu`): $\langle v,u\rangle=\langle v,(H-\mu)w\rangle=\langle (H-\mu)v,w\rangle=\|w\|^2$.
4. For real $t$, the vector $v+tw$ lies in the sector, so `energy_bound` gives $\operatorname{Re}\langle v+tw,(H-\mu)(v+tw)\rangle\ge0$. Since $(H-\mu)(v+tw)=w+tu$, expanding yields (`hquad`)
$$0\le t^2\operatorname{Re}\langle w,u\rangle+2t\|w\|^2 .$$
5. A real quadratic that is never negative has discriminant at most zero (`hd`). Here the discriminant is $4\|w\|^4$, so $w=0$.

This theorem needs neither finite dimension nor $P^2=P$. It does take $H$ to be defined on every vector of `E`. If `E` is a full Hilbert space, this excludes the usual unbounded Hamiltonians of continuum quantum mechanics, which are defined only on a dense subspace.

## A minimiser exists

```lean
/-- In the range of a nonzero projector commuting with the Hamiltonian, the Rayleigh quotient
attains its minimum, and it does so at an eigenvector of the Hamiltonian. -/
theorem sector_variational_principle [FiniteDimensional ℂ E] {H P : E →ₗ[ℂ] E}
    (hH : H.IsSymmetric) (hP : P ∘ₗ P = P) (hP0 : P ≠ 0) (hc : H ∘ₗ P = P ∘ₗ H) :
    ∃ v, v ≠ 0 ∧ P v = v ∧ H v = (rayleigh H v : ℂ) • v ∧
      ∀ x, x ≠ 0 → P x = x → rayleigh H v ≤ rayleigh H x := by
  have : ProperSpace E := FiniteDimensional.proper ℂ E
  have hHc : Continuous H := H.continuous_of_finiteDimensional
  have hPc : Continuous P := P.continuous_of_finiteDimensional
  -- the unit sphere of the sector is compact and nonempty
  have hK : IsCompact (Metric.sphere (0 : E) 1 ∩ {x | P x = x}) :=
    (isCompact_sphere 0 1).inter_right (isClosed_eq hPc continuous_id)
  obtain ⟨y, hy⟩ : ∃ y, P y ≠ 0 := by
    by_contra h
    exact hP0 (LinearMap.ext fun y => not_not.1 fun hy => h ⟨y, hy⟩)
  have hyy := normalized_trial H P hy (LinearMap.congr_fun hP y)
  have hf : Continuous fun x : E => (inner ℂ x (H x)).re :=
    Complex.continuous_re.comp (continuous_inner.comp (continuous_id.prodMk hHc))
  obtain ⟨v, ⟨hv1, hPv⟩, hmin⟩ := hK.exists_isMinOn
    ⟨_, mem_sphere_zero_iff_norm.2 hyy.1, hyy.2.1⟩ hf.continuousOn
  have hv1' : ‖v‖ = 1 := mem_sphere_zero_iff_norm.1 hv1
  have hv : v ≠ 0 := norm_ne_zero_iff.1 (by rw [hv1']; exact one_ne_zero)
  have hle : ∀ x, x ≠ 0 → P x = x → rayleigh H v ≤ rayleigh H x := by
    intro x hx hPx
    have hxx := normalized_trial H P hx hPx
    have h1 := isMinOn_iff.1 hmin _ ⟨mem_sphere_zero_iff_norm.2 hxx.1, hxx.2.1⟩
    rw [← hxx.2.2, rayleigh, hv1', one_pow, div_one]
    exact h1
  exact ⟨v, hv, hPv, sector_minimizer_is_eigenvector hH hc hv hPv hle, hle⟩
```

Finite dimension enters here, together with $P^2=P$ (`hP`) and $P\neq0$ (`hP0`). The claim `∃ v, …` says that some nonzero $v$ in the sector satisfies $Hv=R(v)v$ and has the lowest quotient there. Hermiticity of $P$ is not assumed, so the theorem covers Hermitian projectors and oblique ones alike.

The proof looks for the minimum among unit vectors of the sector.

- This set is compact (`hK`), because the unit sphere is compact in finite dimension and the condition $Px=x$ is closed.
- It is not empty. Some $y$ has $Py\neq0$, and $P(Py)=Py$, so normalising $Py$ gives a member.
- The continuous function $\operatorname{Re}\langle x,Hx\rangle$ therefore attains a minimum on it, at some $v$.
- By `normalized_trial`, every nonzero sector vector has the same quotient as its normalised version, so $v$ is minimal among them all (`hle`). The previous theorem then makes it an eigenvector.

Together with `rayleigh_eigenvector`, this identifies the minimum as the lowest eigenvalue of $H$ with an eigenvector in the sector. For a Hamiltonian in a finite basis, a trial state of definite symmetry thus gives an upper bound on the lowest level of that symmetry, even when that level is an excited state of the whole system.

The same argument applied to $-H$ shows that the highest quotient in the sector is also attained at an eigenvector of $H$.

## Putting the sectors back together

```lean
/-- For a Hermitian projector commuting with `H`, the unnormalised energy `Re ⟨x, Hx⟩` is the sum of
the unnormalised energies of the components inside and outside the sector. -/
theorem energy_splits {H P : E →ₗ[ℂ] E} (hPs : P.IsSymmetric) (hP : P ∘ₗ P = P)
    (hc : H ∘ₗ P = P ∘ₗ H) (x : E) :
    (inner ℂ x (H x)).re =
      (inner ℂ (P x) (H (P x))).re + (inner ℂ (x - P x) (H (x - P x))).re := by
  have hPP : P (P x) = P x := LinearMap.congr_fun hP x
  have hcx : ∀ y, H (P y) = P (H y) := fun y => LinearMap.congr_fun hc y
  -- both cross terms reduce to the energy of the projected part
  have h1 : inner ℂ (P x) (H x) = inner ℂ (P x) (H (P x)) := by
    rw [hcx x, ← hPs (P x) (H x), hPP]
  have h2 : inner ℂ x (H (P x)) = inner ℂ (P x) (H (P x)) := by
    rw [← h1, hcx x, ← hPs x (H x)]
  rw [map_sub, inner_sub_left, inner_sub_right, inner_sub_right, h1, h2]
  simp only [Complex.sub_re]
  ring
```

Now $P$ is Hermitian too (`hPs`). Energies in this theorem are unnormalised: they are not divided by the squared norm of the vector. The cross terms reduce to the energy of the projected part:
$$\langle Px,HPx\rangle=\langle Px,PHx\rangle=\langle P^2x,Hx\rangle=\langle Px,Hx\rangle,$$
$$\langle x,HPx\rangle=\langle x,PHx\rangle=\langle Px,Hx\rangle.$$
These are `h1` and `h2`. Expanding the energy of $x-Px$ then leaves $\langle x,Hx\rangle-\langle Px,HPx\rangle$, and taking real parts gives the claim.

```lean
/-- The smaller of the lower bounds for a sector and for its complement is a lower bound for
the Rayleigh quotient on the whole space. -/
theorem global_bound_of_sectors {H P : E →ₗ[ℂ] E} (hPs : P.IsSymmetric) (hP : P ∘ₗ P = P)
    (hc : H ∘ₗ P = P ∘ₗ H) {a b : ℝ}
    (ha : ∀ x, x ≠ 0 → P x = x → a ≤ rayleigh H x)
    (hb : ∀ x, x ≠ 0 → P x = 0 → b ≤ rayleigh H x) {x : E} (hx : x ≠ 0) :
    min a b ≤ rayleigh H x := by
  have hn : ∀ y : E, (inner ℂ y y).re = ‖y‖ ^ 2 :=
    fun y => inner_self_eq_norm_sq (𝕜 := ℂ) y
  have hPP : P (P x) = P x := LinearMap.congr_fun hP x
  have h1 := energy_bound H (P x) (fun h => (min_le_left a b).trans (ha _ h hPP))
  have h2 := energy_bound H (x - P x)
    (fun h => (min_le_right a b).trans (hb _ h (by rw [map_sub, hPP, sub_self])))
  -- the squared norm splits in the same way as the energy
  have h3 := energy_splits (H := LinearMap.id) hPs hP (by simp) x
  simp only [LinearMap.id_apply, hn] at h3
  rw [rayleigh, le_div_iff₀ (pow_pos (norm_pos_iff.2 hx) 2),
    energy_splits hPs hP hc x, h3]
  linarith
```

Let $P$ again be a Hermitian projector that commutes with $H$. Suppose $a$ is a lower bound on $R$ in the sector and $b$ is one in the complement, where $Px=0$. Put $m=\min(a,b)$. Applying `energy_bound` to each component gives
$$\operatorname{Re}\langle x,Hx\rangle\ge m\|Px\|^2+m\|x-Px\|^2=m\|x\|^2 .$$
The last equality is `energy_splits` with the identity in place of $H$. Dividing by $\|x\|^2$ gives $m\le R(x)$. The numbers $a$ and $b$ must be true lower bounds, such as the exact sector minima; the energy of a trial state bounds a sector minimum from above, so in general it is not a lower bound.

## A three-site chain

```lean
/-- State space of one particle on three sites. -/
abbrev Chain := EuclideanSpace ℂ (Fin 3)
```

A state has three complex amplitudes, $x_0,x_1,x_2$, with the standard inner product.

```lean
/-- Nearest-neighbour hopping on the open three-site chain, with amplitude `-1`. -/
def hopping : Chain →ₗ[ℂ] Chain where
  toFun x := !₂[-x 1, -(x 0 + x 2), -x 1]
  map_add' x y := by ext i; fin_cases i <;> simp <;> ring
  map_smul' c x := by ext i; fin_cases i <;> simp; ring
```

The Hamiltonian is $Hx=(-x_1,\,-(x_0+x_2),\,-x_1)$: one non-interacting particle hops between neighbouring sites, with amplitude $-1$ setting the energy unit. The fields `map_add'` and `map_smul'` prove linearity.

```lean
/-- Projector onto the states that are even under exchange of the two end sites. -/
def evenProj : Chain →ₗ[ℂ] Chain where
  toFun x := !₂[(x 0 + x 2) / 2, x 1, (x 0 + x 2) / 2]
  map_add' x y := by ext i; fin_cases i <;> simp <;> ring
  map_smul' c x := by ext i; fin_cases i <;> simp <;> ring
```

This projector replaces both end amplitudes by their average, so its range consists of the states with $x_0=x_2$.

```lean
/-- Projector onto the first site of the chain. -/
def siteProj : Chain →ₗ[ℂ] Chain where
  toFun x := !₂[x 0, 0, 0]
  map_add' x y := by ext i; fin_cases i <;> simp
  map_smul' c x := by ext i; fin_cases i <;> simp
```

This one keeps only the amplitude on site $0$.

```lean
/-- The hopping Hamiltonian is Hermitian and commutes with the even projector, which is a
nonzero Hermitian projector. -/
theorem chain_witness : hopping.IsSymmetric ∧ evenProj.IsSymmetric ∧
    evenProj ∘ₗ evenProj = evenProj ∧ evenProj ≠ 0 ∧
    hopping ∘ₗ evenProj = evenProj ∘ₗ hopping := by
  refine ⟨?_, ?_, ?_, ?_, ?_⟩
  · intro x y
    simp [hopping, PiLp.inner_apply, Fin.sum_univ_three]
    ring
  · intro x y
    have h2 : (starRingEnd ℂ) 2 = 2 := by
      rw [show (2 : ℂ) = ((2 : ℝ) : ℂ) by norm_num, Complex.conj_ofReal]
    simp [evenProj, PiLp.inner_apply, Fin.sum_univ_three, h2]
    ring
  · refine LinearMap.ext fun x => ?_
    ext i
    fin_cases i <;> simp [evenProj]
  · intro h
    have h1 := congrArg (fun T : Chain →ₗ[ℂ] Chain => (T !₂[0, 1, 0]) 1) h
    simp [evenProj] at h1
  · refine LinearMap.ext fun x => ?_
    ext i
    fin_cases i <;> simp [evenProj, hopping]
    ring
```

The hopping and the even projector meet every hypothesis used above. Each claim is checked component by component; for $P\neq0$, the state $(0,1,0)$ is mapped to itself. For commutation, both orders of the maps give
$$\left(-x_1,\,-(x_0+x_2),\,-x_1\right).$$
Solving the even sector by hand gives the lowest state $(1,\sqrt2,1)/2$ with energy $-\sqrt2$. The odd state $(1,0,-1)/\sqrt2$ has energy $0$, so the lowest odd level is an excited level of the chain.

```lean
/-- The range of the projector onto the first site contains no eigenvector of the hopping
Hamiltonian. -/
theorem no_eigenvector_on_site {x : Chain} (hx : x ≠ 0) (hPx : siteProj x = x) (e : ℂ) :
    hopping x ≠ e • x := by
  intro h
  have h1 : x 1 = 0 := by
    rw [← hPx]
    simp [siteProj]
  have h2 : x 2 = 0 := by
    rw [← hPx]
    simp [siteProj]
  -- the middle component of the eigenvalue equation removes the last amplitude
  have h0 : (hopping x) 1 = (e • x) 1 := by rw [h]
  simp [hopping, h1, h2] at h0
  apply hx
  ext i
  fin_cases i <;> simp [h0, h1, h2]

end SymmetryRestrictedRitz
```

The site projector shows what commutation contributes. If `siteProj x = x`, then $x_1=x_2=0$. The middle component of $Hx=ex$ reads $-(x_0+x_2)=e\,x_1$, which forces $x_0=0$ and contradicts $x\neq0$. This holds for every complex $e$. The quotient does have a minimum on this range, since it equals $0$ at every nonzero vector there, but the minimum is not attained at an eigenvector: hopping carries the particle out of the range.

```lean
#print axioms SymmetryRestrictedRitz.sector_minimizer_is_eigenvector
#print axioms SymmetryRestrictedRitz.sector_variational_principle
#print axioms SymmetryRestrictedRitz.global_bound_of_sectors
#print axioms SymmetryRestrictedRitz.no_eigenvector_on_site
```

```
'SymmetryRestrictedRitz.sector_minimizer_is_eigenvector' depends on axioms: [propext, Classical.choice, Quot.sound]
'SymmetryRestrictedRitz.sector_variational_principle' depends on axioms: [propext, Classical.choice, Quot.sound]
'SymmetryRestrictedRitz.global_bound_of_sectors' depends on axioms: [propext, Classical.choice, Quot.sound]
'SymmetryRestrictedRitz.no_eigenvector_on_site' depends on axioms: [propext, Classical.choice, Quot.sound]
```
